# No real ring CCD solution lies above the physical root when A + B and A − B are positive semidefinite

A ring coupled-cluster doubles (ring CCD) calculation can converge and still report the wrong correlation energy. Its amplitude equation is quadratic and can have several solutions, and the residual vanishes at every one of them. If two runs end at different energies, the residuals give no reason to discard either.

For a stable reference and real amplitudes, the energies do give one. Let $A$ and $B$ be the real matrices of the random-phase approximation (RPA), indexed by particle-hole excitations. The amplitudes form a matrix $T$ with

$$B + AT + TA + TBT = 0, \qquad E(T) = \tfrac12\operatorname{tr}(BT).$$

Call a solution physical if it is symmetric and $1-T^2$ is positive definite. In RPA one has $T = YX^{-1}$, where $X$ and $Y$ hold the excitation and de-excitation parts of the positive-frequency eigenvectors. When $T$ is symmetric, their normalisation $X^\top X - Y^\top Y = 1$ reads $X^\top(1-T^2)X = 1$, which forces $1-T^2$ to be positive definite.

**Claim.** Let $A+B$ and $A-B$ be positive semidefinite and let $T$ be a physical solution. Then every real solution $S$, symmetric or not, satisfies $E(S)\le E(T)$.

For a Hartree–Fock reference with real orbitals, and with exchange included in $A$ and $B$, the condition on $A+B$ rules out a second-order instability to real orbital variations in the chosen excitation space, and the condition on $A-B$ rules out one to imaginary variations. In direct RPA, $A-B$ is the diagonal matrix of orbital energy differences, and $A+B$ adds twice the Coulomb matrix to it, so a nonnegative gap is enough.

## From two amplitude equations to a sign

**A positive matrix.** Define $K = A + BT + TB + TAT$. Expanding the products gives

$$2K = (1+T)(A+B)(1+T) + (1-T)(A-B)(1-T).$$

Since $T$ is symmetric, both terms have nonnegative quadratic forms, and so has $K$.

**Two factorisations.** Write $N = 1-T^2$. Multiply the amplitude equation by $T$ from the left and subtract it from $K$. The terms $TB$ and $TAT$ cancel, which leaves

$$K = A + BT - T^2A - T^2BT = N(A+BT).$$

Multiplying from the right instead gives $K = (A+TB)N$.

**The difference of two solutions.** Put $S = T + D$ and subtract the equation for $T$ from that for $S$:

$$(A+TB)D + D(A+BT) + DBD = 0.$$

**Normalised coordinates.** Choose $X$ with $X^\top N X = 1$. Then $XX^\top = N^{-1}$, so $A+BT = XX^\top K$ and $A+TB = KXX^\top$. Define

$$K' = X^\top K X,\quad D' = X^\top D X,\quad B' = X^\top N B N X.$$

Multiplying the difference equation by $X^\top$ from the left and by $X$ from the right turns it into

$$K'D' + D'K' + D'B'D' = 0.$$

The trace is unchanged: $\operatorname{tr}(B'D') = \operatorname{tr}(X^\top NBN\,XX^\top DX) = \operatorname{tr}(XX^\top NBD) = \operatorname{tr}(BD)$.

**The sign of the trace.** Let $u_i$ be orthonormal eigenvectors of $D'^\top D'$ with eigenvalues $w_i = |D'u_i|^2$. Multiply the last equation by $(D'u_i)^\top$ from the left and by $u_i$ from the right:

$$(D'u_i)^\top K'(D'u_i) + w_i\,u_i^\top K'u_i + w_i\,u_i^\top B'D'u_i = 0.$$

The first two terms are nonnegative. If $w_i>0$, then $u_i^\top B'D'u_i\le 0$. If $w_i=0$, then $D'u_i=0$ and this element vanishes. Summing over $i$ gives $\operatorname{tr}(BD)\le0$, which is $E(S)\le E(T)$.

## Amplitudes and energy as real matrices

The finite type `n` labels the excitations, and all matrices are real and square over it.

In Lean 4 with Mathlib:

```lean
import Mathlib

open Matrix

namespace RingCCDHighestRoot

variable {n : Type*} [Fintype n] [DecidableEq n]
```

The left-hand side of the amplitude equation is a function of $A$, $B$ and $T$. A solution is a matrix at which it is zero.

```lean
/-- The residual `B + AT + TA + TBT` of the ring CCD amplitude equation. -/
def residual (A B T : Matrix n n ℝ) : Matrix n n ℝ :=
  B + A * T + T * A + T * B * T
```

The energy carries the prefactor $\tfrac12$ of direct RPA. Any other positive prefactor would leave the ordering the same.

```lean
/-- The ring CCD correlation energy, half the trace of `BT`. -/
noncomputable def energy (B T : Matrix n n ℝ) : ℝ := trace (B * T) / 2
```

## Eigenvectors and the RPA normalisation

The first lemma restates the spectral theorem as matrix equations: $U^\top U = 1$ and $WU = U\operatorname{diag}(w)$. For real matrices, `IsHermitian` means symmetric.

```lean
/-- A real symmetric matrix has an orthogonal matrix of eigenvectors. -/
lemma exists_eigenbasis {W : Matrix n n ℝ} (hW : W.IsHermitian) :
    ∃ U : Matrix n n ℝ, Uᵀ * U = 1 ∧ W * U = U * diagonal hW.eigenvalues := by
  refine ⟨(hW.eigenvectorUnitary : Matrix n n ℝ), ?_, ?_⟩
  · have h := Matrix.mem_unitaryGroup_iff'.1 hW.eigenvectorUnitary.2
    rwa [star_eq_conjTranspose, conjTranspose_eq_transpose_of_trivial] at h
  · ext i j
    have h := congrFun (hW.mulVec_eigenvectorBasis j) i
    rw [mul_diagonal]
    simpa [Matrix.mul_apply, mulVec, dotProduct,
      Matrix.IsHermitian.eigenvectorUnitary_apply, mul_comm] using h
```

The matrix $X$ comes from scaling each eigenvector of $N$ by $w_i^{-1/2}$, which is possible because every eigenvalue is positive. Its columns need not be RPA eigenvectors, although the letter is the same; only the normalisation is used.

```lean
/-- For a positive definite metric `N` there is a matrix `X` whose columns are orthonormal in
that metric. -/
lemma exists_normalisation {N : Matrix n n ℝ} (hN : N.PosDef) :
    ∃ X : Matrix n n ℝ, Xᵀ * N * X = 1 := by
  obtain ⟨U, hU, hW⟩ := exists_eigenbasis hN.isHermitian
  have hw : ∀ i, 0 < hN.isHermitian.eigenvalues i := hN.eigenvalues_pos
  generalize hN.isHermitian.eigenvalues = w at hW hw
  have hr : ∀ r : ℝ, r ≠ 0 → r⁻¹ * (r * r) * r⁻¹ = 1 := by
    intro r h
    field_simp
  -- scale each eigenvector by the inverse root of its eigenvalue
  refine ⟨U * diagonal (fun i => (√(w i))⁻¹), ?_⟩
  rw [transpose_mul, diagonal_transpose]
  calc _ = diagonal (fun i => (√(w i))⁻¹) * (Uᵀ * (N * U))
        * diagonal (fun i => (√(w i))⁻¹) := by simp only [Matrix.mul_assoc]
    _ = 1 := by
      rw [hW, ← Matrix.mul_assoc Uᵀ, hU, Matrix.one_mul, diagonal_mul_diagonal,
        diagonal_mul_diagonal, ← diagonal_one]
      congr 1
      funext i
      have h := hr (√(w i)) (Real.sqrt_pos.2 (hw i)).ne'
      rwa [Real.mul_self_sqrt (hw i).le] at h
```

The next identity moves a change of basis from the matrix to the vector. Here `⬝ᵥ` is the dot product and `*ᵥ` applies a matrix to a vector.

```lean
omit [DecidableEq n] in
/-- The quadratic form of `PᵀKP` at `v` is that of `K` at `Pv`. -/
lemma form_congr (P K : Matrix n n ℝ) (v : n → ℝ) :
    v ⬝ᵥ (Pᵀ * K * P) *ᵥ v = (P *ᵥ v) ⬝ᵥ K *ᵥ (P *ᵥ v) := by
  rw [← mulVec_mulVec, ← mulVec_mulVec, Matrix.dotProduct_mulVec v Pᵀ, vecMul_transpose]
```

## A Riccati equation that fixes the sign

In this theorem `K`, `B` and `D` stand for the primed matrices $K'$, $B'$ and $D'$. No symmetry is required of them, only a nonnegative quadratic form for `K`.

The equation `hkey` is the identity for $u_i$ above, written for all pairs of eigenvectors at once, and `hPP` supplies $w_i = |Du_i|^2$. After `htr` has rewritten the trace in the eigenbasis, `Finset.sum_nonpos` reduces the claim to one diagonal element. The case split asks whether $Du_i$ is zero. If it is not, a positive diagonal element would make the sum of three terms positive, and `linarith` derives the contradiction.

```lean
/-- If `K` has a nonnegative quadratic form, every solution `D` of the Riccati equation
`KD + DK + DBD = 0` has a trace of `BD` that is at most zero. -/
theorem trace_nonpos_of_riccati {K B D : Matrix n n ℝ}
    (hK : ∀ v : n → ℝ, 0 ≤ v ⬝ᵥ K *ᵥ v)
    (h : K * D + D * K + D * B * D = 0) : trace (B * D) ≤ 0 := by
  -- the columns of `U` are right singular vectors of `D`
  have hH : (Dᵀ * D).IsHermitian := by
    rw [Matrix.IsHermitian, conjTranspose_eq_transpose_of_trivial, transpose_mul,
      transpose_transpose]
  obtain ⟨U, hU, hW⟩ := exists_eigenbasis hH
  generalize hH.eigenvalues = w at hW
  have hU' : U * Uᵀ = 1 := mul_eq_one_comm.mp hU
  have hL : Uᵀ * (Dᵀ * D) = diagonal w * Uᵀ := by
    simpa only [transpose_mul, transpose_transpose, diagonal_transpose]
      using congrArg transpose hW
  have hPP : (D * U)ᵀ * (D * U) = diagonal w := by
    calc _ = Uᵀ * (Dᵀ * D) * U := by rw [transpose_mul]; simp only [Matrix.mul_assoc]
      _ = diagonal w := by rw [hL, Matrix.mul_assoc, hU, Matrix.mul_one]
  have htr : trace (B * D) = trace (Uᵀ * (B * D * U)) := by
    rw [Matrix.trace_mul_comm Uᵀ, Matrix.mul_assoc (B * D), hU', Matrix.mul_one]
  -- the Riccati equation between singular vectors
  have hkey : (D * U)ᵀ * K * (D * U) + diagonal w * (Uᵀ * K * U)
      + diagonal w * (Uᵀ * (B * D * U)) = 0 := by
    have e : ∀ M, diagonal w * (Uᵀ * M) = Uᵀ * (Dᵀ * D) * M := fun M => by
      rw [hL, Matrix.mul_assoc]
    rw [Matrix.mul_assoc Uᵀ K, e, e, transpose_mul]
    calc _ = Uᵀ * Dᵀ * (K * D + D * K + D * B * D) * U := by noncomm_ring
      _ = 0 := by rw [h, Matrix.mul_zero, Matrix.zero_mul]
  rw [htr]
  change ∑ i, (Uᵀ * (B * D * U)) i i ≤ 0
  refine Finset.sum_nonpos fun i _ => ?_
  by_cases hi : (fun k => (D * U) k i) = 0
  · -- singular value zero: no contribution
    have h1 : ∀ k, (D * U) k i = 0 := fun k => congrFun hi k
    rw [Matrix.mul_assoc B, ← Matrix.mul_assoc, Matrix.mul_apply]
    simp only [h1, mul_zero, Finset.sum_const_zero, le_refl]
  · have hq : ∀ P : Matrix n n ℝ,
        (Pᵀ * K * P) i i = (fun k => P k i) ⬝ᵥ K *ᵥ (fun k => P k i) := fun P => by
      rw [Matrix.mul_assoc]
      rfl
    have h1 := congrFun (congrFun hkey i) i
    simp only [Matrix.add_apply, diagonal_mul, Matrix.zero_apply, hq] at h1
    have hw : 0 < w i := by
      have h2 := congrFun (congrFun hPP i) i
      rw [diagonal_apply_eq, Matrix.mul_apply] at h2
      rw [← h2]
      obtain ⟨k, hk⟩ := Function.ne_iff.1 hi
      exact Finset.sum_pos' (fun j _ => mul_self_nonneg ((D * U) j i))
        ⟨k, Finset.mem_univ k, mul_self_pos.2 hk⟩
    by_contra hz
    linarith [hK (fun k => (D * U) k i), mul_nonneg hw.le (hK (fun k => U k i)),
      mul_pos hw (not_le.1 hz)]
```

## Stability of the reference

Here `e` is the formula for $2K$, with $K+K$ on the left. `form_congr` turns each term on the right into the quadratic form of $A+B$ or $A-B$ at a transformed vector. `PosSemidef` includes symmetry, so $A$ and $B$ are symmetric without a separate hypothesis.

```lean
/-- If `A + B` and `A - B` are positive semidefinite and `T` is symmetric, then
`A + BT + TB + TAT` has a nonnegative quadratic form. -/
theorem stability_form_nonneg {A B T : Matrix n n ℝ} (hp : (A + B).PosSemidef)
    (hm : (A - B).PosSemidef) (hT : T.IsSymm) (v : n → ℝ) :
    0 ≤ v ⬝ᵥ (A + B * T + T * B + T * A * T) *ᵥ v := by
  have e : (A + B * T + T * B + T * A * T) + (A + B * T + T * B + T * A * T)
      = (1 + T)ᵀ * (A + B) * (1 + T) + (1 - T)ᵀ * (A - B) * (1 - T) := by
    rw [transpose_add, transpose_sub, transpose_one, hT.eq]
    noncomm_ring
  have q := congrArg (fun M : Matrix n n ℝ => v ⬝ᵥ M *ᵥ v) e
  beta_reduce at q
  rw [add_mulVec, dotProduct_add, add_mulVec ((1 + T)ᵀ * (A + B) * (1 + T)),
    dotProduct_add, form_congr, form_congr] at q
  have h1 := hp.dotProduct_mulVec_nonneg ((1 + T) *ᵥ v)
  have h2 := hm.dotProduct_mulVec_nonneg ((1 - T) *ᵥ v)
  rw [star_trivial] at h1 h2
  linarith
```

## The energy ordering

In the main theorem `hp` and `hm` are the stability conditions, `hTs` and `hN` make `T` physical, and `hT` and `hS` say that both matrices solve the amplitude equation. Nothing else is asked of `S`.

The factorisations are `k1` and `k2`, and `hdiff` is the difference equation. The `generalize` steps then replace $K$, $D$ and $N$ by plain letters, since only the relations already collected are needed. `hle` applies the Riccati theorem in normalised coordinates, and `hback` returns the trace to $\operatorname{tr}(BD)$.

```lean
/-- Let `A + B` and `A - B` be positive semidefinite and `T` a symmetric solution of the ring
CCD equation with `1 - T²` positive definite. No real solution has a higher energy than `T`. -/
theorem physical_root_highest {A B T S : Matrix n n ℝ} (hp : (A + B).PosSemidef)
    (hm : (A - B).PosSemidef) (hTs : T.IsSymm) (hN : (1 - T * T).PosDef)
    (hT : residual A B T = 0) (hS : residual A B S = 0) :
    energy B S ≤ energy B T := by
  unfold residual at hT hS
  obtain ⟨X, hX⟩ := exists_normalisation hN
  have hJN : X * Xᵀ * (1 - T * T) = 1 := by
    rw [Matrix.mul_assoc]
    exact mul_eq_one_comm.mp hX
  have hNJ : (1 - T * T) * (X * Xᵀ) = 1 := mul_eq_one_comm.mp hJN
  -- two factorisations of the stability matrix
  have k1 : A + B * T + T * B + T * A * T = (1 - T * T) * (A + B * T) := by
    have h := congrArg (fun M => T * M) hT
    simp only [mul_zero] at h
    rw [← sub_eq_zero, ← h]
    noncomm_ring
  have k2 : A + B * T + T * B + T * A * T = (A + T * B) * (1 - T * T) := by
    have h := congrArg (fun M => M * T) hT
    simp only [zero_mul] at h
    rw [← sub_eq_zero, ← h]
    noncomm_ring
  have hpos := stability_form_nonneg hp hm hTs
  generalize A + B * T + T * B + T * A * T = K at k1 k2 hpos
  -- the difference of two solutions obeys a Riccati equation without constant term
  have hdiff : (A + T * B) * (S - T) + (S - T) * (A + B * T)
      + (S - T) * B * (S - T) = 0 := by
    calc _ = (B + A * S + S * A + S * B * S) - (B + A * T + T * A + T * B * T) := by
          noncomm_ring
      _ = 0 := by rw [hS, hT, sub_zero]
  have htr : trace (B * (S - T)) = trace (B * S) - trace (B * T) := by
    rw [Matrix.mul_sub, trace_sub]
  generalize S - T = D at hdiff htr
  generalize 1 - T * T = N at hX hJN hNJ k1 k2
  have j1 : X * Xᵀ * K = A + B * T := by
    rw [k1, ← Matrix.mul_assoc, hJN, Matrix.one_mul]
  have j2 : K * (X * Xᵀ) = A + T * B := by
    rw [k2, Matrix.mul_assoc, hNJ, Matrix.mul_one]
  -- in the normalised basis the trace lemma applies
  have hle : trace ((Xᵀ * N * B * (N * X)) * (Xᵀ * D * X)) ≤ 0 := by
    apply trace_nonpos_of_riccati (K := Xᵀ * K * X)
    · intro v
      rw [form_congr]
      exact hpos _
    · calc _ = Xᵀ * (K * (X * Xᵀ) * D + D * (X * Xᵀ * K)
            + D * (X * Xᵀ * N) * B * (N * (X * Xᵀ)) * D) * X := by noncomm_ring
        _ = 0 := by
          rw [j1, j2, hJN, hNJ, Matrix.mul_one, Matrix.mul_one, hdiff, Matrix.mul_zero,
            Matrix.zero_mul]
  have hback : trace ((Xᵀ * N * B * (N * X)) * (Xᵀ * D * X)) = trace (B * D) := by
    calc _ = trace (Xᵀ * N * B * (N * (X * Xᵀ)) * D * X) := by
          simp only [Matrix.mul_assoc]
      _ = trace (X * Xᵀ * N * B * D) := by
          rw [hNJ, Matrix.mul_one, Matrix.trace_mul_comm]
          simp only [Matrix.mul_assoc]
      _ = _ := by rw [hJN, Matrix.one_mul]
  rw [hback, htr] at hle
  unfold energy
  linarith
```

The inequality is not strict, and ties do occur under these hypotheses: for $A=B=0$ every matrix is a solution with energy zero. The existence of a physical solution is assumed. To apply the theorem to an RPA calculation, one must also know that $YX^{-1}$ is such a solution.

## Two excitations with two sets of amplitudes

A diagonal model with two uncoupled excitations satisfies all the hypotheses, with $A\pm B$ even positive definite, and has a second solution.

```lean
/-- For `A = diag(5, 5)` and `B = diag(4, 3)`, both `A + B` and `A - B` are positive definite,
`T = diag(-1/2, -1/3)` is a symmetric ring CCD solution with `1 - T²` positive definite, and
`S = diag(-2, -3)` is another solution. -/
theorem physical_root_witness :
    (diagonal ![5, 5] + diagonal ![4, 3] : Matrix (Fin 2) (Fin 2) ℝ).PosDef ∧
    (diagonal ![5, 5] - diagonal ![4, 3] : Matrix (Fin 2) (Fin 2) ℝ).PosDef ∧
    (diagonal ![-1/2, -1/3] : Matrix (Fin 2) (Fin 2) ℝ).IsSymm ∧
    (1 - diagonal ![-1/2, -1/3] * diagonal ![-1/2, -1/3] :
      Matrix (Fin 2) (Fin 2) ℝ).PosDef ∧
    residual (diagonal ![5, 5]) (diagonal ![4, 3]) (diagonal ![-1/2, -1/3]) = 0 ∧
    residual (diagonal ![5, 5]) (diagonal ![4, 3]) (diagonal ![-2, -3]) = 0 := by
  refine ⟨?_, ?_, diagonal_transpose _, ?_, ?_, ?_⟩
  · rw [diagonal_add, posDef_diagonal_iff]
    intro i
    fin_cases i <;> norm_num
  · rw [diagonal_sub, posDef_diagonal_iff]
    intro i
    fin_cases i <;> norm_num
  · rw [diagonal_mul_diagonal, ← diagonal_one, diagonal_sub, posDef_diagonal_iff]
    intro i
    fin_cases i <;> norm_num
  all_goals
    ext i j
    fin_cases i <;> fin_cases j <;>
      norm_num [residual, Matrix.mul_apply, Fin.sum_univ_succ, diagonal_apply]

end RingCCDHighestRoot
```

```lean
#print axioms RingCCDHighestRoot.physical_root_highest
```

```
'RingCCDHighestRoot.physical_root_highest' depends on axioms: [propext, Classical.choice, Quot.sound]
```

The energies follow from the diagonals. For $T=\operatorname{diag}(-\tfrac12,-\tfrac13)$ one finds $E(T)=\tfrac12(-2-1)=-\tfrac32$, and for $S=\operatorname{diag}(-2,-3)$ one finds $E(S)=\tfrac12(-8-9)=-\tfrac{17}{2}$. The RPA frequencies are $\sqrt{25-16}=3$ and $\sqrt{25-9}=4$, and the plasmon formula $\tfrac12\sum_i(\omega_i-A_{ii})$ also gives $-\tfrac32$.

The same numbers show what fails without a condition on $1-T^2$. Let $S$ take the role of the reference solution. It is symmetric and the matrices $A\pm B$ are unchanged, yet $T$ lies above it. Here $1-S^2=\operatorname{diag}(-3,-8)$, so symmetry of the reference solution is not enough by itself.

Which solution a solver finds can depend on the starting guess. For this model, Newton's method started from $0$ converges to the energy $-\tfrac32$, and started from $\operatorname{diag}(-3,0)$ it converges to $-\tfrac92$, the energy of the mixed solution $\operatorname{diag}(-2,-\tfrac13)$. The lower energy is then known not to belong to the physical root, and no RPA eigenvectors are needed to see it. From this comparison alone the higher energy is only a candidate, because it does not exclude a further solution above it. For finite real matrices with $A+B$ and $A-B$ positive semidefinite, and with $YX^{-1}$ a physical solution, the lower of two unequal energies of real ring CCD solutions cannot be the RPA correlation energy.
